# Where the chemical potential has negative slope, the energy density lies strictly below its tangent line at all other nearby densities

The energy density `e` is a real function of one real variable, the density, and its derivative near `n` is the chemical potential `μ`. If `μ` itself has a negative derivative `κ` at `n`, the theorem `energy_below_tangent` states that some `δ > 0` exists such that `e x < e n + μ n * (x - n)` whenever `|x - n| < δ` and `x ≠ n`. The result is local, and no particular form of `e` is assumed. The proof uses the mean value theorem to write the slope of `e` between `x` and `n` as `μ c`, with `c` strictly between them. It then compares `μ c` with `μ n` by the lemma `potential_falls`, treating `x < n` and `x > n` separately.

An attempt in Lean 4 with a fault in it:

```lean
import Mathlib

open Filter Topology

namespace EnergyBelowTangent

noncomputable section

/-- If the chemical potential `μ` has negative slope `κ` at density `n`, then close to `n` it is
lower than `μ n` at densities above `n` and higher than `μ n` at densities below `n`. -/
theorem potential_falls {μ : ℝ → ℝ} {n κ : ℝ} (hμ : HasDerivAt μ κ n) (hκ : κ < 0) :
    ∃ δ > 0, ∀ y, |y - n| < δ → y ≠ n → (μ y - μ n) * (y - n) < 0 := by
  have hs := (hasDerivAt_iff_tendsto_slope.mp hμ).eventually_lt_const hκ
  rw [eventually_nhdsWithin_iff] at hs
  obtain ⟨δ, hδ, h⟩ := Metric.eventually_nhds_iff.mp hs
  refine ⟨δ, hδ, fun y hy hne => ?_⟩
  have h1 : slope μ n y < 0 := h (by rwa [Real.dist_eq]) hne
  rw [slope_def_field] at h1
  have h0 : y - n ≠ 0 := sub_ne_zero.mpr hne
  have h2 : (μ y - μ n) * (y - n) = (μ y - μ n) / (y - n) * (y - n) ^ 2 := by
    field_simp
  rw [h2]
  exact mul_neg_of_neg_of_pos h1 (by positivity)

/-- If the energy density `e` has chemical potential `μ` near `n`, and `μ` has negative slope at
`n`, then at all densities close to `n` but different from `n` the energy lies strictly below its
tangent line at `n`. -/
theorem energy_below_tangent {e μ : ℝ → ℝ} {n κ : ℝ}
    (he : ∀ᶠ x in 𝓝 n, HasDerivAt e (μ x) x) (hμ : HasDerivAt μ κ n) (hκ : κ < 0) :
    ∃ δ > 0, ∀ x, |x - n| < δ → x ≠ n → e x < e n + μ n * (x - n) := by
  obtain ⟨δ₁, hδ₁, h1⟩ := potential_falls hμ hκ
  obtain ⟨δ₂, hδ₂, h2⟩ := Metric.eventually_nhds_iff.mp he
  refine ⟨min δ₁ δ₂, lt_min hδ₁ hδ₂, fun x hx hne => ?_⟩
  obtain ⟨hx1, hx2⟩ := lt_min_iff.mp hx
  rw [abs_lt] at hx1 hx2
  have hd : ∀ y, -δ₂ < y - n → y - n < δ₂ → HasDerivAt e (μ y) y := fun y ha hb =>
    h2 (by rw [Real.dist_eq, abs_lt]; exact ⟨ha, hb⟩)
  -- the mean value theorem turns the energy difference into a chemical potential
  rcases lt_or_gt_of_ne hne with hlt | hgt
  · obtain ⟨c, hc, hslope⟩ := exists_hasDerivAt_eq_slope e μ hlt
      (fun y hy => (hd y (by linarith [hy.1]) (by linarith [hy.2])).continuousAt.continuousWithinAt)
      (fun y hy => hd y (by linarith [hy.1]) (by linarith [hy.2]))
    have hneg := h1 c (by rw [abs_lt]; constructor <;> linarith [hc.1, hc.2]) hc.2.ne
    have hμc : μ n < μ c := by
      by_contra hcon
      nlinarith [mul_nonneg (sub_nonneg.mpr (not_lt.mp hcon)) (sub_nonneg.mpr hc.2.le)]
    rw [eq_div_iff (by linarith : n - x ≠ 0 |> fun _ => (sub_pos.mpr hlt).ne')] at hslope
    nlinarith [mul_pos (sub_pos.mpr hμc) (sub_pos.mpr hlt)]
  · have hgt' : n < x := hgt
    obtain ⟨c, hc, hslope⟩ := exists_hasDerivAt_eq_slope e μ hgt'
      (fun y hy => (hd y (by linarith [hy.1]) (by linarith [hy.2])).continuousAt.continuousWithinAt)
      (fun y hy => hd y (by linarith [hy.1]) (by linarith [hy.2]))
    have hneg := h1 c (by rw [abs_lt]; constructor <;> linarith [hc.1, hc.2]) hc.1.ne'
    have hμc : μ c < μ n := by
      by_contra hcon
      nlinarith [mul_nonneg (sub_nonneg.mpr (not_lt.mp hcon)) (sub_nonneg.mpr hc.1.le)]
    rw [eq_div_iff (sub_pos.mpr hgt').ne'] at hslope
    nlinarith [mul_pos (sub_pos.mpr hμc) (sub_pos.mpr hgt')]

end

end EnergyBelowTangent
```

Compiling this gives:

```
Main.lean:47:34: error: type expected, got
  ((fun x_1 => LT.lt.ne' (sub_pos.mpr hlt)) (n - x ≠ 0) : n - x ≠ 0)
```

Cause. The error is in the case `x < n`, where `eq_div_iff` needs a proof that the denominator `n - x` is nonzero. The argument was written as a type ascription, `(by linarith : ...)`, and Lean reads everything after the colon as the type. There the operator `|>` passes the proposition `n - x ≠ 0` to a function that ignores its input and returns `(sub_pos.mpr hlt).ne'`. The result is a proof of `n - x ≠ 0`, not a type, hence "type expected", followed by the term and its type `n - x ≠ 0`.

The repair drops the ascription and gives `(sub_pos.mpr hlt).ne'` directly to `eq_div_iff`. From `x < n`, `sub_pos.mpr hlt` gives `0 < n - x`, and `.ne'` turns this into the required `n - x ≠ 0`. The rewrite can then clear the denominator in `hslope`.

The reworded comment about the mean value theorem is mere tidying and has no effect on the compilation.

The change, after which it compiles:

```diff
@@ -36,5 +36,5 @@
   have hd : ∀ y, -δ₂ < y - n → y - n < δ₂ → HasDerivAt e (μ y) y := fun y ha hb =>
     h2 (by rw [Real.dist_eq, abs_lt]; exact ⟨ha, hb⟩)
-  -- the mean value theorem turns the energy difference into a chemical potential
+  -- the mean value theorem writes the energy difference as `μ c` times the density difference
   rcases lt_or_gt_of_ne hne with hlt | hgt
   · obtain ⟨c, hc, hslope⟩ := exists_hasDerivAt_eq_slope e μ hlt
@@ -45,5 +45,5 @@
       by_contra hcon
       nlinarith [mul_nonneg (sub_nonneg.mpr (not_lt.mp hcon)) (sub_nonneg.mpr hc.2.le)]
-    rw [eq_div_iff (by linarith : n - x ≠ 0 |> fun _ => (sub_pos.mpr hlt).ne')] at hslope
+    rw [eq_div_iff (sub_pos.mpr hlt).ne'] at hslope
     nlinarith [mul_pos (sub_pos.mpr hμc) (sub_pos.mpr hlt)]
   · have hgt' : n < x := hgt
```
